# The negative and non-negative energy eigenstates of a Hermitian operator together span a finite-dimensional state space

For a Hermitian operator `H` on a finite-dimensional complex inner product space, `energySpace_sup` says that every vector is the sum of one in the span of the eigenstates with negative energy and one in the span of those with energy zero or above. In Lean, the supremum of the submodules `energySpace H (Set.Iio 0)` and `energySpace H (Set.Ici 0)` is the whole space `⊤`. The vectors need not be normalised. The attempt expands a vector in an orthonormal basis of eigenstates and places each basis vector in one of the two subspaces by the sign of its energy.

The first attempt, which Lean rejects:

```lean
import Mathlib

open Module

namespace EnergySpaceSup

noncomputable section

variable {V : Type*} [NormedAddCommGroup V] [InnerProductSpace ℂ V] [FiniteDimensional ℂ V]

/-- The space spanned by all eigenstates of `H` whose energy lies in the set `s`. -/
def energySpace (H : End ℂ V) (s : Set ℝ) : Submodule ℂ V :=
  ⨆ E ∈ s, End.eigenspace H (E : ℂ)

omit [FiniteDimensional ℂ V] in
/-- An eigenstate with energy in `s` belongs to the energy space of `s`. -/
theorem mem_energySpace {H : End ℂ V} {s : Set ℝ} {E : ℝ} (hE : E ∈ s) {x : V}
    (hx : H x = (E : ℂ) • x) : x ∈ energySpace H s :=
  (le_iSup₂ (f := fun (E : ℝ) (_ : E ∈ s) => End.eigenspace H (E : ℂ)) E hE)
    (End.mem_eigenspace_iff.2 hx)

/-- A Hermitian operator has an orthonormal basis of eigenstates with real energies. -/
theorem exists_energy_basis {H : End ℂ V} (hH : LinearMap.IsSymmetric H) :
    ∃ (b : OrthonormalBasis (Fin (finrank ℂ V)) ℂ V) (ε : Fin (finrank ℂ V) → ℝ),
      ∀ i, H (b i) = (ε i : ℂ) • b i :=
  ⟨hH.eigenvectorBasis rfl, hH.eigenvalues rfl, fun i => hH.apply_eigenvectorBasis rfl i⟩

/-- The negative and non-negative energy spaces of a Hermitian operator span all states. -/
theorem energySpace_sup {H : End ℂ V} (hH : LinearMap.IsSymmetric H) :
    energySpace H (Set.Iio 0) ⊔ energySpace H (Set.Ici 0) = ⊤ := by
  obtain ⟨b, ε, hb⟩ := exists_energy_basis hH
  refine eq_top_iff.2 fun x _ => ?_
  rw [← b.sum_repr' x]
  refine Submodule.sum_mem _ fun i _ => Submodule.smul_mem _ _ ?_
  rcases lt_or_ge (ε i) 0 with h | h
  · exact Submodule.mem_sup_left (mem_energySpace h (hb i))
  · exact Submodule.mem_sup_right (mem_energySpace h (hb i))

end

end EnergySpaceSup
```

The compiler's answer:

```
Main.lean:36:34: error: (deterministic) timeout at `isDefEq`, maximum number of heartbeats (200000) has been reached

Note: Use `set_option maxHeartbeats <num>` to set the limit.

Hint: Additional diagnostic information may be available using the `set_option diagnostics true` command.
Main.lean:28:0: error: (deterministic) timeout at `whnf`, maximum number of heartbeats (200000) has been reached

Note: Use `set_option maxHeartbeats <num>` to set the limit.

Hint: Additional diagnostic information may be available using the `set_option diagnostics true` command.
```

Diagnosis. The first message puts the timeout at `mem_energySpace h (hb i)` in the negative case, during a definitional equality check (`isDefEq`). The second, a timeout at `whnf`, is placed at the start of the theorem and singles out no step.

`mem_energySpace` wants a proof of `E ∈ s`, but `h` proves `ε i < 0`. The goal does name the set `Set.Iio 0`, but Lean doesn't use it in time. The conclusion `x ∈ energySpace H s` mentions `x`, which is bound after `hE`, so Lean checks `h` while both `E` and `s` are unknown. A set of reals is a predicate, so `E ∈ s` unfolds to `s E`. Matching that with `ε i < 0` piece by piece makes `s` the predicate `ε i < ·` and `E` the number `0`, which is the wrong reading. Comparing the resulting energy space with the one in the goal then sends Lean unfolding the order on the reals, until the heartbeats run out.

The decisive change is `Set.mem_Iio.2 h`, whose type is a membership in `Set.Iio 0`, so the set and the energy are read off correctly. `(E := ε i)` also states the energy outright. The separate `have` makes the intended subspace visible, but the goal had already fixed it. The non-negative case has no message of its own, and is rewritten in the same way with `Set.mem_Ici`.

Fix (accepted with no message):

```diff
@@ -34,6 +34,10 @@
   refine Submodule.sum_mem _ fun i _ => Submodule.smul_mem _ _ ?_
   rcases lt_or_ge (ε i) 0 with h | h
-  · exact Submodule.mem_sup_left (mem_energySpace h (hb i))
-  · exact Submodule.mem_sup_right (mem_energySpace h (hb i))
+  · have hi : b i ∈ energySpace H (Set.Iio 0) :=
+      mem_energySpace (E := ε i) (Set.mem_Iio.2 h) (hb i)
+    exact Submodule.mem_sup_left hi
+  · have hi : b i ∈ energySpace H (Set.Ici 0) :=
+      mem_energySpace (E := ε i) (Set.mem_Ici.2 h) (hb i)
+    exact Submodule.mem_sup_right hi
 
 end
```
